# SP2 purification cannot converge to an idempotent matrix with a partly filled degenerate level

Take two orbitals at the same energy and ask for one of them to be occupied. The starting matrix is $X_0=c\,\mathbf 1$, a real number $c$ times the $2\times2$ identity. An SP2 step replaces $X$ by $X^2$ or by $2X-X^2$. Either choice turns a multiple of the identity into another multiple of the identity, so every iterate has the form $x_k\mathbf 1$, and so does any limit, $P=x\mathbf 1$. If $P^2=P$, then $x^2=x$, hence $x=0$ or $x=1$, and the trace is 0 or 2. It is never 1, whatever the order of the steps.

## Trace values that no idempotent limit can have

Let $X_0$ be a real matrix that is diagonalisable over the reals, with eigenvalues $d_i\in[0,1]$ counted with multiplicity. For a real number $c$, define

$$N_>(c)=\#\{i: d_i>c\},\qquad N_\ge(c)=\#\{i: d_i\ge c\}.$$

If an integer $N$ satisfies

$$N_>(c)<N<N_\ge(c),$$

then no sequence of SP2 steps started from $X_0$ converges to an idempotent matrix of trace $N$.

The eigenvalues $d_i$ are initial occupations, not energies. SP2 codes map the spectrum of the Hamiltonian linearly into $[0,1]$ with the order reversed, so $d_i>c$ means an energy below that of the level $c$. The condition on $N$ says that the electrons fill everything below the level and only part of the level itself.

## Stopping tests in a purification loop

A trace-correcting loop picks the branch from the current trace and stops when the matrix is idempotent to within a tolerance. For a fixed, finite, real one-particle Hamiltonian with a partly filled degenerate Fermi level, the idempotency and trace targets cannot both be met in the limit, and a better branch rule does not help. A loop that may meet such input should therefore have a second way to stop, such as an iteration cap, and a failure to converge there need not indicate a bug.

In floating point, rounding can split the degenerate eigenvalues. The loop may then amplify the splitting and return a projector that selects an arbitrary part of the level.

## Equal eigenvalues receive equal occupations

Write $X_0=UDV$ with $D=\mathrm{diag}(d_i)$ and $VU=\mathbf 1$. For a symmetric matrix, $U$ can be taken orthogonal and $V=U^{T}$.

**Eigenvalues evolve separately.** For any diagonal $E$,

$$(UEV)^2=UE(VU)EV=UE^2V,\qquad 2UEV-(UEV)^2=U(2E-E^2)V.$$

Let $\sigma_k(x)$ be the number obtained from $x$ after $k$ steps of the same branch sequence. By induction, $X_k=U\,\mathrm{diag}(\sigma_k(d_i))\,V$.

**Order is preserved.** For $0\le x\le y\le1$,

$$y^2-x^2=(y-x)(y+x)\ge0,$$

$$(2y-y^2)-(2x-x^2)=(y-x)(2-x-y)\ge0.$$

Both branches also map $[0,1]$ into itself, since $0\le x^2\le1$ and $2x-x^2=1-(1-x)^2$. Hence $\sigma_k(x)\le\sigma_k(y)$ for every $k$.

**The limit has occupations 0 or 1.** Suppose $X_k\to P$ with $P^2=P$. Then $VX_kU=\mathrm{diag}(\sigma_k(d_i))$ converges to $VPU$, which is therefore diagonal. Call its entries $f_i$, so that $f_i=\lim_k\sigma_k(d_i)$. For square matrices $VU=\mathbf 1$ implies $UV=\mathbf 1$, which gives

$$(VPU)^2=VP(UV)PU=VP^2U=VPU.$$

So $f_i^2=f_i$, and each $f_i$ is 0 or 1. Moreover $P=U\,\mathrm{diag}(f_i)\,V$, and

$$\mathrm{tr}\,P=\mathrm{tr}\big(\mathrm{diag}(f_i)\,VU\big)=\sum_i f_i.$$

**The trace misses the interior of the level.** Since $N_>(c)<N_\ge(c)$, some eigenvalue $d_{i_0}$ equals $c$. Taking limits in the order relation shows that $d_i\le d_j$ implies $f_i\le f_j$.

- If $f_{i_0}=0$, every $i$ with $d_i\le c$ has $f_i=0$, so $\mathrm{tr}\,P\le N_>(c)<N$.
- If $f_{i_0}=1$, every $i$ with $d_i\ge c$ has $f_i=1$, so $\mathrm{tr}\,P\ge N_\ge(c)>N$.

Both cases contradict $\mathrm{tr}\,P=N$.

For $X_0=c\,\mathbf 1$ in dimension $m$, order is not needed. All $f_i$ are limits of one scalar sequence, so they are equal and the trace is 0 or $m$. This argument works for every real $c$, including values outside $[0,1]$.

## The Lean file

```lean
import Mathlib

open Filter Topology
open Matrix (diagonal)

namespace SP2DegenerateFermiLevel

/-- One SP2 purification step: `true` selects `X ↦ X²`, `false` selects `X ↦ 2X - X²`. -/
def sp2Step {R : Type*} [Ring R] : Bool → R → R
  | true, X => X * X
  | false, X => 2 * X - X * X

/-- The SP2 iterates of `X₀`, with the branch of step `k` given by `s k`. -/
def sp2 {R : Type*} [Ring R] (s : ℕ → Bool) (X₀ : R) : ℕ → R
  | 0 => X₀
  | k + 1 => sp2Step (s k) (sp2 s X₀ k)

variable {n : Type*} [Fintype n] [DecidableEq n]

/-- SP2 keeps the eigenvectors of a diagonalisable starting matrix and acts on each
eigenvalue separately. -/
theorem sp2_diagonalised (s : ℕ → Bool) {U V : Matrix n n ℝ} (h : V * U = 1)
    (d : n → ℝ) (k : ℕ) :
    sp2 s (U * diagonal d * V) k = U * diagonal (fun i => sp2 s (d i) k) * V := by
  have hsq : ∀ e : n → ℝ, (U * diagonal e * V) * (U * diagonal e * V)
      = U * diagonal (fun i => e i * e i) * V := by
    intro e
    calc (U * diagonal e * V) * (U * diagonal e * V)
        = U * diagonal e * (V * U) * diagonal e * V := by simp only [mul_assoc]
      _ = U * diagonal (fun i => e i * e i) * V := by
        rw [h, mul_one, mul_assoc U, Matrix.diagonal_mul_diagonal]
  have hlin : ∀ e : n → ℝ,
      2 * (U * diagonal e * V) - (U * diagonal e * V) * (U * diagonal e * V)
      = U * diagonal (fun i => 2 * e i - e i * e i) * V := by
    intro e
    have he : diagonal (fun i => 2 * e i - e i * e i)
        = diagonal e + diagonal e - diagonal (fun i => e i * e i) := by
      ext i j
      by_cases hij : i = j
      · subst hij
        simp [two_mul]
      · simp [hij]
    rw [hsq, he, two_mul, mul_sub, mul_add, sub_mul, add_mul]
  induction k with
  | zero => rfl
  | succ k ih =>
    simp only [sp2]
    rw [ih]
    cases s k
    · exact hlin (fun i => sp2 s (d i) k)
    · exact hsq (fun i => sp2 s (d i) k)

/-- On occupations in `[0,1]`, SP2 stays in `[0,1]` and preserves order. -/
theorem sp2_mono (s : ℕ → Bool) {x y : ℝ} (hx : 0 ≤ x) (hxy : x ≤ y) (hy : y ≤ 1)
    (k : ℕ) : 0 ≤ sp2 s x k ∧ sp2 s x k ≤ sp2 s y k ∧ sp2 s y k ≤ 1 := by
  induction k with
  | zero => exact ⟨hx, hxy, hy⟩
  | succ k ih =>
    obtain ⟨a, b, c⟩ := ih
    have h1 := mul_nonneg (sub_nonneg.2 b) (sub_nonneg.2 c)
    have h2 := mul_nonneg (sub_nonneg.2 b) (sub_nonneg.2 (b.trans c))
    have h3 := mul_nonneg a (sub_nonneg.2 (b.trans c))
    have h4 := mul_nonneg (a.trans b) (sub_nonneg.2 c)
    have h5 := mul_nonneg a (sub_nonneg.2 b)
    simp only [sp2]
    cases s k <;> simp only [sp2Step]
    · exact ⟨by nlinarith, by nlinarith, by nlinarith [sq_nonneg (sp2 s y k - 1)]⟩
    · exact ⟨mul_self_nonneg _, by nlinarith, by nlinarith⟩

/-- If SP2 from a diagonalisable matrix converges to an idempotent `P`, then `P` is diagonal in the
same eigenbasis, with occupations 0 or 1 that are the limits of the separate eigenvalue iterations
and sum to the trace of `P`. -/
theorem limit_occupations (s : ℕ → Bool) {U V P : Matrix n n ℝ} (h : V * U = 1)
    (d : n → ℝ) (hP : P * P = P)
    (hlim : Tendsto (sp2 s (U * diagonal d * V)) atTop (𝓝 P)) :
    ∃ f : n → ℝ, (∀ i, f i = 0 ∨ f i = 1) ∧
      (∀ i, Tendsto (sp2 s (d i)) atTop (𝓝 (f i))) ∧
      P = U * diagonal f * V ∧ P.trace = ∑ i, f i := by
  have hUV : U * V = 1 := mul_eq_one_comm.1 h
  -- in the eigenbasis every iterate is diagonal
  have hG : ∀ k, V * sp2 s (U * diagonal d * V) k * U
      = diagonal (fun i => sp2 s (d i) k) := by
    intro k
    rw [sp2_diagonalised s h]
    calc V * (U * diagonal (fun i => sp2 s (d i) k) * V) * U
        = (V * U) * diagonal (fun i => sp2 s (d i) k) * (V * U) := by
          simp only [mul_assoc]
      _ = diagonal (fun i => sp2 s (d i) k) := by rw [h, one_mul, mul_one]
  have hE : ∀ i j, Tendsto (fun k => diagonal (fun i => sp2 s (d i) k) i j) atTop
      (𝓝 ((V * P * U) i j)) := by
    intro i j
    have hc : Continuous fun X : Matrix n n ℝ => (V * X * U) i j :=
      ((continuous_const.matrix_mul continuous_id).matrix_mul
        continuous_const).matrix_elem i j
    have ht := (hc.tendsto P).comp hlim
    simpa only [Function.comp_def, hG] using ht
  -- hence so is the limit
  obtain ⟨f, hf⟩ : ∃ f : n → ℝ, V * P * U = diagonal f := by
    refine ⟨fun i => (V * P * U) i i, ?_⟩
    ext i j
    by_cases hij : i = j
    · subst hij
      rw [Matrix.diagonal_apply_eq]
    · have ht := hE i j
      simp only [Matrix.diagonal_apply_ne _ hij] at ht
      rw [Matrix.diagonal_apply_ne _ hij]
      exact tendsto_nhds_unique ht tendsto_const_nhds
  have hff : diagonal f * diagonal f = diagonal f := by
    rw [← hf]
    calc V * P * U * (V * P * U) = V * (P * (U * V) * P) * U := by
          simp only [mul_assoc]
      _ = V * P * U := by rw [hUV, mul_one, hP]
  have hPU : P = U * diagonal f * V := by
    calc P = (U * V) * P * (U * V) := by rw [hUV, one_mul, mul_one]
      _ = U * (V * P * U) * V := by simp only [mul_assoc]
      _ = U * diagonal f * V := by rw [hf]
  refine ⟨f, fun i => ?_, fun i => ?_, hPU, ?_⟩
  · have hi := congrFun (congrFun hff i) i
    simp only [Matrix.diagonal_mul_diagonal, Matrix.diagonal_apply_eq] at hi
    have h0 : f i * (f i - 1) = 0 := by linear_combination hi
    rcases mul_eq_zero.1 h0 with h0 | h0
    · exact Or.inl h0
    · exact Or.inr (by linarith)
  · have ht := hE i i
    rw [hf] at ht
    simpa only [Matrix.diagonal_apply_eq] using ht
  · rw [hPU, Matrix.trace_mul_comm, ← mul_assoc, h, one_mul, Matrix.trace_diagonal]

/-- Let the starting matrix be diagonalisable with eigenvalues in `[0,1]`. If `N` lies strictly
between the number of eigenvalues above `c` and the number at or above `c`, both counted with
multiplicity, no sequence of SP2 steps converges to an idempotent matrix of trace `N`. -/
theorem no_purification_of_partly_filled_level (s : ℕ → Bool) {U V : Matrix n n ℝ}
    (h : V * U = 1) (d : n → ℝ) (hd : ∀ i, 0 ≤ d i ∧ d i ≤ 1) (c : ℝ) (N : ℕ)
    (hlo : (Finset.univ.filter fun i => c < d i).card < N)
    (hhi : N < (Finset.univ.filter fun i => c ≤ d i).card) :
    ¬ ∃ P : Matrix n n ℝ, P * P = P ∧ P.trace = N ∧
      Tendsto (sp2 s (U * diagonal d * V)) atTop (𝓝 P) := by
  rintro ⟨P, hP, htr, hlim⟩
  obtain ⟨f, hf, hft, -, hsum⟩ := limit_occupations s h d hP hlim
  have hmono : ∀ i j, d i ≤ d j → f i ≤ f j := fun i j hij =>
    le_of_tendsto_of_tendsto' (hft i) (hft j)
      fun k => (sp2_mono s (hd i).1 hij (hd j).2 k).2.1
  -- at least one eigenvalue equals `c`
  obtain ⟨i₀, hi₀⟩ : ∃ i, d i = c := by
    by_contra hne
    have hsub : (Finset.univ.filter fun i => c ≤ d i) ⊆
        (Finset.univ.filter fun i => c < d i) := by
      intro i hi
      simp only [Finset.mem_filter, Finset.mem_univ, true_and] at hi ⊢
      exact lt_of_le_of_ne hi fun he => hne ⟨i, he.symm⟩
    have hcard := Finset.card_le_card hsub
    omega
  have hlo' : ((Finset.univ.filter fun i => c < d i).card : ℝ) < N := by
    exact_mod_cast hlo
  have hhi' : (N : ℝ) < ((Finset.univ.filter fun i => c ≤ d i).card : ℝ) := by
    exact_mod_cast hhi
  rcases hf i₀ with h0 | h1
  · -- level empty: only the eigenvalues above `c` can contribute
    have hle : ∑ i, f i ≤ ((Finset.univ.filter fun i => c < d i).card : ℝ) := by
      rw [← Finset.sum_boole]
      apply Finset.sum_le_sum
      intro i _
      split_ifs with hc
      · rcases hf i with hi | hi <;> linarith
      · have hi := hmono i i₀ (by rw [hi₀]; exact not_lt.1 hc)
        linarith
    linarith
  · -- level filled: every eigenvalue at or above `c` contributes one
    have hge : ((Finset.univ.filter fun i => c ≤ d i).card : ℝ) ≤ ∑ i, f i := by
      rw [← Finset.sum_boole]
      apply Finset.sum_le_sum
      intro i _
      split_ifs with hc
      · have hi := hmono i₀ i (by rw [hi₀]; exact hc)
        linarith
      · rcases hf i with hi | hi <;> linarith
    linarith

/-- From any real multiple of the identity, no sequence of SP2 steps converges to an idempotent
matrix whose trace is an integer strictly between 0 and the dimension. -/
theorem no_purification_from_scalar (s : ℕ → Bool) (c : ℝ) (N : ℕ) (h0 : 0 < N)
    (hN : N < Fintype.card n) :
    ¬ ∃ P : Matrix n n ℝ, P * P = P ∧ P.trace = N ∧
      Tendsto (sp2 s (c • (1 : Matrix n n ℝ))) atTop (𝓝 P) := by
  rintro ⟨P, hP, htr, hlim⟩
  have hc : c • (1 : Matrix n n ℝ) = 1 * diagonal (fun _ => c) * 1 := by
    rw [one_mul, mul_one]
    ext i j
    simp [Matrix.one_apply, Matrix.diagonal_apply]
  rw [hc] at hlim
  obtain ⟨f, hf, hft, -, hsum⟩ := limit_occupations s (one_mul 1) _ hP hlim
  obtain ⟨i₀⟩ : Nonempty n := Fintype.card_pos_iff.1 (by omega)
  -- all occupations are limits of the same scalar sequence
  have heq : ∀ i, f i = f i₀ := fun i => tendsto_nhds_unique (hft i) (hft i₀)
  rw [htr, Finset.sum_congr rfl (fun i _ => heq i), Finset.sum_const,
    Finset.card_univ, nsmul_eq_mul] at hsum
  have h0' : (0 : ℝ) < N := by exact_mod_cast h0
  have hN' : (N : ℝ) < Fintype.card n := by exact_mod_cast hN
  rcases hf i₀ with hi | hi <;> rw [hi] at hsum <;> linarith

/-- From `c` times the 2×2 real identity, no sequence of SP2 steps converges to an idempotent
matrix of trace 1. -/
theorem no_purification_two_level (s : ℕ → Bool) (c : ℝ) :
    ¬ ∃ P : Matrix (Fin 2) (Fin 2) ℝ, P * P = P ∧ P.trace = 1 ∧
      Tendsto (sp2 s (c • (1 : Matrix (Fin 2) (Fin 2) ℝ))) atTop (𝓝 P) := by
  simpa using no_purification_from_scalar (n := Fin 2) s c 1 one_pos (by simp)

end SP2DegenerateFermiLevel
```

```lean
#print axioms SP2DegenerateFermiLevel.no_purification_of_partly_filled_level
#print axioms SP2DegenerateFermiLevel.no_purification_two_level
```

```
'SP2DegenerateFermiLevel.no_purification_of_partly_filled_level' depends on axioms: [propext, Classical.choice, Quot.sound]
'SP2DegenerateFermiLevel.no_purification_two_level' depends on axioms: [propext, Classical.choice, Quot.sound]
```

## How the Lean statements describe an SP2 run

`sp2Step` is one step, with `true` for squaring and `false` for $2X-X^2$. It is defined over any ring, so the same `sp2` serves for matrices and for single occupations: `sp2 s X₀ k` is $X_k$, and `sp2 s (d i) k` is $\sigma_k(d_i)$. The value `s k` selects the step from $X_k$ to $X_{k+1}$.

The sequence `s` is arbitrary. A rule that looks at the trace, or at anything else, still produces some Boolean sequence during a run, so it is covered.

The index type `n` labels a finite orthonormal basis. In `no_purification_of_partly_filled_level`, the starting matrix is `U * diagonal d * V` with `V * U = 1`, `hd` places the eigenvalues in $[0,1]$, and `hlo` and `hhi` are the two strict inequalities for $N$. `Tendsto ... atTop (𝓝 P)` is entrywise convergence as the number of steps grows. The trace counts occupied orbitals, without a factor of two for spin.

`no_purification_from_scalar` treats multiples of the identity for $0<N<m$, where the dimension $m$ is `Fintype.card n` in Lean, and `no_purification_two_level` is the opening example.

## From separate eigenvalues to the contradiction in the trace

`sp2_diagonalised` proves the formula for $X_k$ by induction; its local facts `hsq` and `hlin` are the two displayed matrix identities. `sp2_mono` proves order preservation and the bounds together, also by induction. It supplies products of nonnegative factors, such as $(y-x)(1-y)$, and `nlinarith` combines them into the required inequalities.

`limit_occupations` carries out the passage to the limit. Multiplication by fixed matrices is continuous, which gives `hE`, the convergence in the eigenbasis. An off-diagonal entry is zero at every step, so uniqueness of limits makes it zero in the limit. The equation $f_i(f_i-1)=0$ then gives the two possible occupations, and cyclicity of the trace gives the sum.

In the main theorem, `hmono` transfers the order from the iterates to the limits. The index `i₀` comes from comparing the two counts, and `rcases hf i₀` splits into the empty and the filled level. In each case `Finset.sum_boole` writes a count as a sum of zeros and ones, which is compared with $\sum_i f_i$ term by term. The scalar theorem replaces `hmono` by `heq`, the equality of all occupations.

## Gaps, rounding and fractional occupations

The theorems exclude a limit; they do not promise one. When $N$ equals $N_>(c)$ or $N_\ge(c)$, they say nothing about whether a given branch rule converges. They give no rates and no iteration counts, and they do not treat a small but nonzero gap between the highest filled and the lowest empty level.

The arithmetic is that of the real numbers, so neither rounding nor the truncation of small matrix elements in linear-scaling codes is modelled. Complex Hermitian matrices and self-consistent updates of the Hamiltonian between steps are not treated either.

The target is an idempotent matrix. An ensemble density matrix that spreads the electrons evenly over the degenerate level has fractional occupations and is not idempotent, so it is a different target from the one considered here.
